# Minimum energy and total spin of a classical antiferromagnetic triangle of planar spins in a field

## Three spins that cannot all be opposite

Put a classical spin on each corner of a triangle and let every pair prefer to point in opposite directions. Two spins can do this, but the third cannot be opposite to both. A magnetic field in the plane of the spins adds a competing preference for alignment. Which configurations have the lowest energy, and how large is their magnetisation?

Label the spins $i=0,1,2$ and describe each by its angle $\theta_i$ from the field direction $x$:

$$\mathbf s_i=(\cos\theta_i,\sin\theta_i),\qquad \mathbf M=\mathbf s_0+\mathbf s_1+\mathbf s_2 .$$

With coupling $J>0$ and field $h$, the energy is

$$E=J(\mathbf s_0\cdot\mathbf s_1+\mathbf s_1\cdot\mathbf s_2+\mathbf s_2\cdot\mathbf s_0)-hM_x .$$

Each pair is counted once. The spins are dimensionless and the magnetic moment is absorbed into $h$, so $J$ and $h$ are both energies.

## The minimum below and above saturation

For $|h|\le 3J$,

$$E_{\min}=-\frac{3J}{2}-\frac{h^2}{2J},$$

and a configuration has this energy exactly when $\mathbf M=(h/J,0)$. For $h\ge 3J$, the minimum is $3J-3h$, attained exactly when all three spins point along the field. The two expressions agree at $h=3J$, where both give $-6J$.

## Completing the square in the total spin

Since each spin has unit length,

$$|\mathbf M|^2=3+2(\mathbf s_0\cdot\mathbf s_1+\mathbf s_1\cdot\mathbf s_2+\mathbf s_2\cdot\mathbf s_0).$$

Solving for the pair sum and inserting it into the energy gives

$$E=\frac J2\left(M_x^2+M_y^2\right)-\frac{3J}{2}-hM_x .$$

Completing the square in $M_x$ gives

$$E=\frac J2\left[\left(M_x-\frac hJ\right)^2+M_y^2\right]-\frac{3J}{2}-\frac{h^2}{2J}.$$

The bracket is nonnegative and vanishes only at $\mathbf M=(h/J,0)$. It remains to show that three unit spins can produce this total.

Write $m=h/J$. Take angles $0,\alpha,-\alpha$ with $\cos\alpha=(m-1)/2$. The $y$-components cancel and $M_x=1+2\cos\alpha=m$. Such an $\alpha$ exists for $-1\le m\le3$. Angles $\pi,\beta,-\beta$ with $\cos\beta=(m+1)/2$ give $M_x=-1+2\cos\beta=m$, for $-3\le m\le1$. Together the two families cover $-3\le m\le3$, which is the condition $|h|\le3J$.

Where the ranges overlap, $|h|\le J$, both configurations are ground states, although their first spins are opposite. More generally, at every $|h|<3J$ the minimum energy fixes the total spin but not the individual spins: the total is shorter than three, so the spins are not all equal, and exchanging two unequal ones gives another ground state.

For $h\ge3J$, expand around full alignment instead:

$$E=3J-3h+\frac J2\left[(M_x-3)^2+M_y^2\right]+(h-3J)(3-M_x).$$

Both added terms are nonnegative because $M_x\le3$. If $E=3J-3h$, both vanish, and the first gives $M_x=3$. Three cosines add up to three only if each is one, and then each sine is zero. Conversely, aligned spins have $\mathbf M=(3,0)$ and energy $3J-3h$.

## A number, and a lattice of triangles

For $J=2$ and $h=3$, the total spin is $(1.5,0)$. One ground state has a spin along the field and two partners with cosine $0.25$, at about $\pm75.5^\circ$. The pair sum is $-0.375$, so the energy is $-0.75-4.5=-5.25$, as the formula gives.

The same square appears in ground-state calculations for classical planar spins on a kagome lattice with nearest-neighbour coupling. Each bond belongs to one triangle and each spin to two, so the lattice energy is a sum of triangle energies with field $h/2$. Applying the square to each triangle by hand bounds its energy below by $-3J/2-h^2/(8J)$.

## The Lean file

```lean
import Mathlib

open Real Matrix

namespace AntiferromagneticTriangle

noncomputable section

/-- The planar unit spin at angle `a` from the field direction. -/
def spin (a : ℝ) : Fin 2 → ℝ := ![Real.cos a, Real.sin a]

/-- The total spin of the triangle. -/
def totalSpin (θ : Fin 3 → ℝ) : Fin 2 → ℝ :=
  spin (θ 0) + spin (θ 1) + spin (θ 2)

/-- The energy of three spins with pair coupling `J` in a field `h` along the x-axis. -/
def energy (J h : ℝ) (θ : Fin 3 → ℝ) : ℝ :=
  J * (spin (θ 0) ⬝ᵥ spin (θ 1) + spin (θ 1) ⬝ᵥ spin (θ 2) + spin (θ 2) ⬝ᵥ spin (θ 0))
    - h * totalSpin θ 0

/-- One spin along +x and two mirror-image partners, each with x-component `(m - 1) / 2`;
meant for `-1 ≤ m ≤ 3`. -/
def upState (m : ℝ) : Fin 3 → ℝ :=
  ![0, Real.arccos ((m - 1) / 2), -Real.arccos ((m - 1) / 2)]

/-- One spin along -x and two mirror-image partners, each with x-component `(m + 1) / 2`;
meant for `-3 ≤ m ≤ 1`. -/
def downState (m : ℝ) : Fin 3 → ℝ :=
  ![Real.pi, Real.arccos ((m + 1) / 2), -Real.arccos ((m + 1) / 2)]

/-- The components of the total spin are the sums of the cosines and of the sines. -/
theorem totalSpin_eq (θ : Fin 3 → ℝ) :
    totalSpin θ = ![Real.cos (θ 0) + Real.cos (θ 1) + Real.cos (θ 2),
      Real.sin (θ 0) + Real.sin (θ 1) + Real.sin (θ 2)] := by
  ext i
  fin_cases i <;> simp [totalSpin, spin]

/-- The energy depends on the three spins only through their total. -/
theorem energy_eq_totalSpin (J h : ℝ) (θ : Fin 3 → ℝ) :
    energy J h θ = J / 2 * (totalSpin θ 0 ^ 2 + totalSpin θ 1 ^ 2) - 3 * J / 2
      - h * totalSpin θ 0 := by
  have dot : ∀ a b, spin a ⬝ᵥ spin b
      = Real.cos a * Real.cos b + Real.sin a * Real.sin b := by
    intro a b
    simp [spin, dotProduct, Fin.sum_univ_two]
  have hx : totalSpin θ 0 = Real.cos (θ 0) + Real.cos (θ 1) + Real.cos (θ 2) := by
    rw [totalSpin_eq]; rfl
  have hy : totalSpin θ 1 = Real.sin (θ 0) + Real.sin (θ 1) + Real.sin (θ 2) := by
    rw [totalSpin_eq]; rfl
  rw [energy, dot, dot, dot, hx, hy]
  -- the unit length of each spin supplies the constant
  linear_combination (-J / 2) * (Real.sin_sq_add_cos_sq (θ 0)
    + Real.sin_sq_add_cos_sq (θ 1) + Real.sin_sq_add_cos_sq (θ 2))

/-- For nonzero coupling the energy is a constant plus `J / 2` times the squared distance of
the total spin from `(h / J, 0)`. -/
theorem energy_complete_square {J : ℝ} (hJ : J ≠ 0) (h : ℝ) (θ : Fin 3 → ℝ) :
    energy J h θ = J / 2 * ((totalSpin θ 0 - h / J) ^ 2 + totalSpin θ 1 ^ 2)
      + (-3 * J / 2 - h ^ 2 / (2 * J)) := by
  rw [energy_eq_totalSpin]
  field_simp
  ring

/-- For `-1 ≤ m ≤ 3` the configuration `upState m` has total spin `(m, 0)`. -/
theorem totalSpin_upState {m : ℝ} (h1 : -1 ≤ m) (h2 : m ≤ 3) :
    totalSpin (upState m) = ![m, 0] := by
  have hc := Real.cos_arccos (x := (m - 1) / 2) (by linarith) (by linarith)
  have hx : Real.cos 0 + Real.cos (Real.arccos ((m - 1) / 2))
      + Real.cos (-Real.arccos ((m - 1) / 2)) = m := by
    rw [Real.cos_zero, Real.cos_neg, hc]; ring
  have hy : Real.sin 0 + Real.sin (Real.arccos ((m - 1) / 2))
      + Real.sin (-Real.arccos ((m - 1) / 2)) = 0 := by
    rw [Real.sin_zero, Real.sin_neg]; ring
  rw [totalSpin_eq]
  exact congrArg₂ (fun a b : ℝ => ![a, b]) hx hy

/-- For `-3 ≤ m ≤ 1` the configuration `downState m` has total spin `(m, 0)`. -/
theorem totalSpin_downState {m : ℝ} (h1 : -3 ≤ m) (h2 : m ≤ 1) :
    totalSpin (downState m) = ![m, 0] := by
  have hc := Real.cos_arccos (x := (m + 1) / 2) (by linarith) (by linarith)
  have hx : Real.cos Real.pi + Real.cos (Real.arccos ((m + 1) / 2))
      + Real.cos (-Real.arccos ((m + 1) / 2)) = m := by
    rw [Real.cos_pi, Real.cos_neg, hc]; ring
  have hy : Real.sin Real.pi + Real.sin (Real.arccos ((m + 1) / 2))
      + Real.sin (-Real.arccos ((m + 1) / 2)) = 0 := by
    rw [Real.sin_pi, Real.sin_neg]; ring
  rw [totalSpin_eq]
  exact congrArg₂ (fun a b : ℝ => ![a, b]) hx hy

/-- For `J > 0` and `|h| ≤ 3J` the minimum energy is `-3J/2 - h²/(2J)`, and it is attained
exactly when the total spin is `(h / J, 0)`. -/
theorem ground_state {J h : ℝ} (hJ : 0 < J) (hh : |h| ≤ 3 * J) :
    IsLeast (Set.range (energy J h)) (-3 * J / 2 - h ^ 2 / (2 * J)) ∧
    ∀ θ, energy J h θ = -3 * J / 2 - h ^ 2 / (2 * J) ↔ totalSpin θ = ![h / J, 0] := by
  have key : ∀ θ, energy J h θ = -3 * J / 2 - h ^ 2 / (2 * J) ↔
      totalSpin θ = ![h / J, 0] := by
    intro θ
    rw [energy_complete_square hJ.ne']
    constructor
    · intro H
      -- a vanishing sum of two squares fixes both components
      have hz : J / 2 * ((totalSpin θ 0 - h / J) ^ 2 + totalSpin θ 1 ^ 2) = 0 := by
        linarith
      have hs := (mul_eq_zero.mp hz).resolve_left (by positivity)
      have hx : totalSpin θ 0 - h / J = 0 := (pow_eq_zero_iff two_ne_zero).mp
        (by linarith [sq_nonneg (totalSpin θ 0 - h / J), sq_nonneg (totalSpin θ 1)])
      have hy : totalSpin θ 1 = 0 := (pow_eq_zero_iff two_ne_zero).mp
        (by linarith [sq_nonneg (totalSpin θ 0 - h / J), sq_nonneg (totalSpin θ 1)])
      ext i
      fin_cases i
      · exact sub_eq_zero.mp hx
      · exact hy
    · intro H
      have hx : totalSpin θ 0 = h / J := by rw [H]; rfl
      have hy : totalSpin θ 1 = 0 := by rw [H]; rfl
      rw [hx, hy]
      ring
  obtain ⟨hl, hu⟩ := abs_le.mp hh
  refine ⟨⟨?_, ?_⟩, key⟩
  · -- the sign of the field selects a configuration that exists
    rcases le_total 0 h with h0 | h0
    · exact ⟨upState (h / J), (key _).mpr (totalSpin_upState
        ((le_div_iff₀ hJ).mpr (by linarith)) ((div_le_iff₀ hJ).mpr (by linarith)))⟩
    · exact ⟨downState (h / J), (key _).mpr (totalSpin_downState
        ((le_div_iff₀ hJ).mpr (by linarith)) ((div_le_iff₀ hJ).mpr (by linarith)))⟩
  · rintro _ ⟨θ, rfl⟩
    rw [energy_complete_square hJ.ne']
    exact le_add_of_nonneg_left (by positivity)

/-- For `J > 0` and `|h| ≤ J` the configurations `upState (h / J)` and `downState (h / J)` both have
the minimum energy. -/
theorem degenerate_ground_states {J h : ℝ} (hJ : 0 < J) (hh : |h| ≤ J) :
    IsLeast (Set.range (energy J h)) (energy J h (upState (h / J))) ∧
    IsLeast (Set.range (energy J h)) (energy J h (downState (h / J))) := by
  obtain ⟨hl, hu⟩ := abs_le.mp hh
  have h1 : -1 ≤ h / J := (le_div_iff₀ hJ).mpr (by linarith)
  have h2 : h / J ≤ 1 := (div_le_iff₀ hJ).mpr (by linarith)
  obtain ⟨hmin, key⟩ := ground_state hJ (show |h| ≤ 3 * J by linarith)
  rw [(key _).mpr (totalSpin_upState h1 (by linarith)),
    (key _).mpr (totalSpin_downState (by linarith) h2)]
  exact ⟨hmin, hmin⟩

/-- For `J > 0` and `h ≥ 3J` the minimum energy is `3J - 3h`, and it is attained exactly when
all three spins point along the field. -/
theorem saturation {J h : ℝ} (hJ : 0 < J) (hh : 3 * J ≤ h) :
    IsLeast (Set.range (energy J h)) (3 * J - 3 * h) ∧
    ∀ θ, energy J h θ = 3 * J - 3 * h ↔ ∀ i, spin (θ i) = ![1, 0] := by
  have excess : ∀ θ, energy J h θ = 3 * J - 3 * h
      + (J / 2 * ((totalSpin θ 0 - 3) ^ 2 + totalSpin θ 1 ^ 2)
        + (h - 3 * J) * (3 - totalSpin θ 0)) := by
    intro θ
    rw [energy_eq_totalSpin]
    ring
  have hx : ∀ θ, totalSpin θ 0 = Real.cos (θ 0) + Real.cos (θ 1) + Real.cos (θ 2) := by
    intro θ
    rw [totalSpin_eq]; rfl
  have hpos : ∀ θ, 0 ≤ (h - 3 * J) * (3 - totalSpin θ 0) := by
    intro θ
    apply mul_nonneg (by linarith)
    rw [hx]
    linarith [Real.cos_le_one (θ 0), Real.cos_le_one (θ 1), Real.cos_le_one (θ 2)]
  have aligned : ∀ a, Real.cos a = 1 → spin a = ![1, 0] := by
    intro a ha
    have hu := Real.sin_sq_add_cos_sq a
    rw [ha] at hu
    have hs : Real.sin a = 0 := (pow_eq_zero_iff two_ne_zero).mp (by linarith)
    rw [spin, ha, hs]
  have key : ∀ θ, energy J h θ = 3 * J - 3 * h ↔ ∀ i, spin (θ i) = ![1, 0] := by
    intro θ
    constructor
    · intro H
      rw [excess] at H
      have hn : 0 ≤ J / 2 * ((totalSpin θ 0 - 3) ^ 2 + totalSpin θ 1 ^ 2) := by positivity
      have hz : J / 2 * ((totalSpin θ 0 - 3) ^ 2 + totalSpin θ 1 ^ 2) = 0 := by
        linarith [hpos θ]
      have hs := (mul_eq_zero.mp hz).resolve_left (by positivity)
      have h3 : totalSpin θ 0 - 3 = 0 := (pow_eq_zero_iff two_ne_zero).mp
        (by linarith [sq_nonneg (totalSpin θ 0 - 3), sq_nonneg (totalSpin θ 1)])
      rw [hx] at h3
      -- three cosines can add up to three only if each equals one
      have c0 := Real.cos_le_one (θ 0)
      have c1 := Real.cos_le_one (θ 1)
      have c2 := Real.cos_le_one (θ 2)
      intro i
      fin_cases i
      · exact aligned (θ 0) (by linarith)
      · exact aligned (θ 1) (by linarith)
      · exact aligned (θ 2) (by linarith)
    · intro H
      have t0 : totalSpin θ 0 = 3 := by norm_num [totalSpin, H]
      have t1 : totalSpin θ 1 = 0 := by norm_num [totalSpin, H]
      rw [excess, t0, t1]
      ring
  refine ⟨⟨⟨fun _ => 0, (key _).mpr (fun _ => aligned 0 Real.cos_zero)⟩, ?_⟩, key⟩
  rintro _ ⟨θ, rfl⟩
  rw [excess]
  exact le_add_of_nonneg_right (add_nonneg (by positivity) (hpos θ))

end

end AntiferromagneticTriangle
```

```lean
#print axioms AntiferromagneticTriangle.energy_eq_totalSpin
#print axioms AntiferromagneticTriangle.degenerate_ground_states
#print axioms AntiferromagneticTriangle.saturation
```

```
'AntiferromagneticTriangle.energy_eq_totalSpin' depends on axioms: [propext, Classical.choice, Quot.sound]
'AntiferromagneticTriangle.degenerate_ground_states' depends on axioms: [propext, Classical.choice, Quot.sound]
'AntiferromagneticTriangle.saturation' depends on axioms: [propext, Classical.choice, Quot.sound]
```

## What the formal statements say

A configuration is a function `θ : Fin 3 → ℝ`, one real angle per corner. The definition `spin` turns an angle into a unit vector, so no separate length constraint is needed. In `totalSpin θ`, component `0` is $M_x$ and component `1` is $M_y$.

The expression `IsLeast (Set.range (energy J h)) E` says that some configuration has energy `E` and that none has less. The second half of `ground_state` is the equivalence with `totalSpin θ = ![h / J, 0]`. In `saturation`, the corresponding condition is `∀ i, spin (θ i) = ![1, 0]`; it concerns spins, so angles may differ by full turns.

The model is one triangle with equal couplings, classical spins confined to a plane and a field in that plane, at zero temperature. Quantum spins, spins free to leave the plane and fields below $-3J$ are not treated.

## From the identities to the minima

`totalSpin_eq` writes out the components. `energy_eq_totalSpin` expands the dot products, and its `linear_combination` step uses $\sin^2\theta_i+\cos^2\theta_i=1$ for each spin, which supplies the constant $-3J/2$. `energy_complete_square` is then algebra and needs only $J\ne0$.

`totalSpin_upState` and `totalSpin_downState` evaluate the two explicit families. The bounds on `m` place the argument of `arccos` between $-1$ and $1$, as `Real.cos_arccos` requires; the sines cancel by symmetry.

In `ground_state`, the local result `key` proves the equivalence: a vanishing sum of two squares fixes both components. The split `le_total 0 h` selects the up family for nonnegative fields and the down family for nonpositive ones. Nonnegativity of the square gives the lower bound. `degenerate_ground_states` applies the equivalence to both families at the same field.

In `saturation`, `excess` is the expansion around alignment and `hpos` gives the sign of its field term. `aligned` passes from a cosine equal to one to the full spin vector. The configuration with all angles zero attains the minimum.
